# A quadratic error bound for static linear response on finitely many levels with a diagonal perturbation

Take a finite nonempty set of levels with energies $E_i$, and two observables $A$ and $B$ that are diagonal in the energy basis, so that each is a list of real values $A_i$, $B_i$. A static field $s$ shifts the levels to $E_i + sB_i$. At inverse temperature $b = 1/(k_BT) > 0$, write $\langle X\rangle_s$ for the Gibbs average of $X$ at field $s$, and $\mathrm{Cov}_s(A,B) = \langle AB\rangle_s - \langle A\rangle_s\langle B\rangle_s$.

Linear response estimates $\langle A\rangle_s$ by $\langle A\rangle_0 - b\,s\,\mathrm{Cov}_0(A,B)$. I would like an explicit error bound at finite field, and not just "for small $s$". If the values of $A$ spread over at most $a$ and those of $B$ over at most $w$, I expect

$$\bigl|\langle A\rangle_s - \langle A\rangle_0 + b\,s\,\mathrm{Cov}_0(A,B)\bigr| \le \frac{b^2s^2\,a\,w^2}{8}$$

for every real $s$. Can this be proved rigorously and checked by machine?

## Bounding the curvature of the average at every field

Yes. The second derivative of $\langle A\rangle_s$ is $b^2$ times a third cumulant, which the two spreads bound uniformly in $s$.

**First derivative.** The Gibbs probabilities are $p_i(s) = e^{-b(E_i+sB_i)}/Z(s)$ with $Z(s)=\sum_j e^{-b(E_j+sB_j)}$. Since $Z'/Z = -b\langle B\rangle_s$, the quotient rule gives

$$\frac{dp_i}{ds} = -b\,p_i\,(B_i - \langle B\rangle_s).$$

Multiplying by $A_i$ and summing gives the static fluctuation-response relation,

$$\frac{d\langle A\rangle_s}{ds} = -b\,\mathrm{Cov}_s(A,B).$$

**Second derivative.** Apply this relation to $AB$, $A$ and $B$ in turn. With $m=\langle A\rangle_s$ and $n=\langle B\rangle_s$,

$$\begin{aligned}
\frac{d}{ds}\mathrm{Cov}_s(A,B) &= -b\bigl[\langle AB^2\rangle_s - n\langle AB\rangle_s - n(\langle AB\rangle_s - mn) - m(\langle B^2\rangle_s - n^2)\bigr]\\
&= -b\bigl[\langle AB^2\rangle_s - 2n\langle AB\rangle_s - m\langle B^2\rangle_s + 2mn^2\bigr].
\end{aligned}$$

The last bracket is the expansion of $\kappa_s = \langle (A-m)(B-n)^2\rangle_s$, the third joint cumulant. Hence $\langle A\rangle_s$ has second derivative $b^2\kappa_s$.

**Variance of $B$.** Let $k$ be a level where $B$ is smallest. Every $B_i$ lies in $[B_k, B_k+w]$, so $(B_i-B_k)(B_k+w-B_i)\ge 0$. Rearranged, this says

$$(B_i-n)^2 \le (2B_k+w-2n)B_i + n^2 - B_k(B_k+w).$$

Averaging both sides yields

$$\langle (B-n)^2\rangle_s \le (n-B_k)(B_k+w-n) = \frac{w^2}{4} - \Bigl(n-B_k-\frac w2\Bigr)^2 \le \frac{w^2}{4}.$$

**Third cumulant.** The deviation $A_i-m$ is the average over $j$ of $A_i-A_j$, so $|A_i-m|\le a$. Therefore $|\kappa_s| \le a\,\langle(B-n)^2\rangle_s \le aw^2/4$.

**Taylor estimate.** Put $f(s)=\langle A\rangle_s$ and $M=b^2aw^2/4$, so that $|f''|\le M$ everywhere. Both functions $\tfrac M2x^2 \mp f(x)$ have nonnegative second derivative and so lie above their tangents at zero:

$$\tfrac M2 s^2 \mp f(s) \ge \mp\bigl(f(0)+s f'(0)\bigr).$$

Together these give $|f(s)-f(0)-sf'(0)|\le Ms^2/2$. Inserting $f'(0)=-b\,\mathrm{Cov}_0(A,B)$ and $M$ gives the bound.

## How `linear_response_error` expresses the physics

The finite type `ι` labels the levels, and `[Nonempty ι]` says that there is at least one. Labels may share an energy, so degeneracy is allowed. The functions `E`, `A` and `B` from `ι` to `ℝ` are the energies and the diagonal observables; `coupled E B s` is the spectrum $E_i+sB_i$. `avg` is the Gibbs average and `cov` the covariance, both at the energies passed to them. Thus `cov b E A B` is the zero-field covariance.

The hypothesis `hA : ∀ i j, A i - A j ≤ a` covers ordered pairs, so it bounds differences of both signs and, with `i = j`, forces $a\ge0$. The numbers `a` and `w` are upper bounds on the spreads; the exact widths are one admissible choice. The theorem takes any real `b`, which includes the case $b>0$ considered above.

The sign convention adds $sB$ to the energy. For a magnetic coupling $-h\mu$, where $\mu$ is the magnetic moment along the field $h$, set $s=-h$ and $B=\mu$; the linear term is then $+b\,h\,\mathrm{Cov}_0(A,\mu)$.

The theorem concerns equilibrium at fixed temperature, with $A$ independent of the field. It does not treat time-dependent response, infinite spectra or perturbations that fail to commute with the Hamiltonian. Within this finite, diagonal model, it gives a simulator a range of fields in which the linear estimate of $\langle A\rangle_s$, computed from exact zero-field averages, is guaranteed to lie within a chosen tolerance of the exact value; sampling error comes on top. The bound is sufficient and can be pessimistic, so the estimate may remain good at larger fields. It equals $a(bsw)^2/8$, so relative to $a$ it is set by the ratio of $|s|w$ to $k_BT$.

```lean
import Mathlib

open Finset

namespace LinearResponseError

noncomputable section

variable {ι : Type*} [Fintype ι]

/-- The Gibbs probability of level `i` for energies `H` at inverse temperature `b`. -/
def gibbs (b : ℝ) (H : ι → ℝ) (i : ι) : ℝ :=
  Real.exp (-b * H i) / ∑ j, Real.exp (-b * H j)

/-- The thermal average of an observable `A` that is diagonal in the energy basis. -/
def avg (b : ℝ) (H A : ι → ℝ) : ℝ := ∑ i, gibbs b H i * A i

/-- The thermal covariance `⟨AB⟩ - ⟨A⟩⟨B⟩`. -/
def cov (b : ℝ) (H A B : ι → ℝ) : ℝ :=
  avg b H (fun i => A i * B i) - avg b H A * avg b H B

/-- The third joint cumulant `⟨(A - ⟨A⟩)(B - ⟨B⟩)²⟩`. -/
def thirdCumulant (b : ℝ) (H A B : ι → ℝ) : ℝ :=
  avg b H (fun i => (A i - avg b H A) * (B i - avg b H B) ^ 2)

/-- The energy levels `E + s B` in the presence of a field `s` coupled to `B`. -/
def coupled (E B : ι → ℝ) (s : ℝ) (i : ι) : ℝ := E i + s * B i

/-- The Gibbs probabilities sum to one. -/
theorem gibbs_sum [Nonempty ι] (b : ℝ) (H : ι → ℝ) : ∑ i, gibbs b H i = 1 := by
  simp only [gibbs]
  rw [← Finset.sum_div]
  exact div_self (Finset.sum_pos (fun i _ => Real.exp_pos _) Finset.univ_nonempty).ne'

/-- The thermal average respects affine changes of an observable. -/
theorem avg_affine [Nonempty ι] (b : ℝ) (H X : ι → ℝ) (p q : ℝ) :
    avg b H (fun i => p * X i + q) = p * avg b H X + q := by
  have h : avg b H (fun i => p * X i + q)
      = p * avg b H X + (∑ i, gibbs b H i) * q := by
    simp only [avg]
    rw [Finset.mul_sum, Finset.sum_mul, ← Finset.sum_add_distrib]
    exact Finset.sum_congr rfl fun i _ => by ring
  rw [h, gibbs_sum, one_mul]

/-- If `X i ≤ Y i` on every level, the thermal average of `X` is at most that of `Y`. -/
theorem avg_mono (b : ℝ) (H : ι → ℝ) {X Y : ι → ℝ} (h : ∀ i, X i ≤ Y i) :
    avg b H X ≤ avg b H Y :=
  Finset.sum_le_sum fun i _ => mul_le_mul_of_nonneg_left (h i)
    (div_nonneg (Real.exp_pos _).le (Finset.sum_nonneg fun _ _ => (Real.exp_pos _).le))

/-- The Gibbs probability of a level changes with the field at the rate
`-b p_i (B_i - ⟨B⟩)`. -/
theorem hasDerivAt_gibbs (b : ℝ) (E B : ι → ℝ) (s : ℝ) (i : ι) :
    HasDerivAt (fun t => gibbs b (coupled E B t) i)
      (-b * gibbs b (coupled E B s) i * (B i - avg b (coupled E B s) B)) s := by
  have hw : ∀ j, HasDerivAt (fun t => Real.exp (-b * coupled E B t j))
      (Real.exp (-b * coupled E B s j) * (-b * B j)) s := by
    intro j
    have h := (((hasDerivAt_id s).mul_const (B j)).const_add (E j)).const_mul (-b)
    have h1 : HasDerivAt (fun t => -b * coupled E B t j) (-b * B j) s :=
      HasDerivAt.congr_deriv h (by ring)
    exact h1.exp
  have hZ : HasDerivAt (fun t => ∑ j, Real.exp (-b * coupled E B t j))
      (∑ j, Real.exp (-b * coupled E B s j) * (-b * B j)) s :=
    HasDerivAt.fun_sum fun j _ => hw j
  have hne : (∑ j, Real.exp (-b * coupled E B s j)) ≠ 0 :=
    (Finset.sum_pos (fun j _ => Real.exp_pos _) ⟨i, Finset.mem_univ i⟩).ne'
  have hS : avg b (coupled E B s) B = (∑ j, Real.exp (-b * coupled E B s j) * B j)
      / ∑ j, Real.exp (-b * coupled E B s j) := by
    simp only [avg, gibbs]
    rw [Finset.sum_div]
    exact Finset.sum_congr rfl fun j _ => by ring
  have hD : ∑ j, Real.exp (-b * coupled E B s j) * (-b * B j)
      = -b * ∑ j, Real.exp (-b * coupled E B s j) * B j := by
    rw [Finset.mul_sum]
    exact Finset.sum_congr rfl fun j _ => by ring
  -- the quotient rule, written for plain numbers
  have key : ∀ e Z S x : ℝ, Z ≠ 0 →
      (e * (-b * x) * Z - e * (-b * S)) / Z ^ 2 = -b * (e / Z) * (x - S / Z) := by
    intro e Z S x h
    field_simp
    ring
  refine HasDerivAt.congr_deriv ((hw i).fun_div hZ hne) ?_
  rw [hS, hD]
  exact key _ _ _ _ hne

/-- Static fluctuation-response relation: the thermal average of `A` changes with the
field at the rate `-b Cov(A,B)`. -/
theorem hasDerivAt_avg (b : ℝ) (E A B : ι → ℝ) (s : ℝ) :
    HasDerivAt (fun t => avg b (coupled E B t) A)
      (-b * cov b (coupled E B s) A B) s := by
  have h : HasDerivAt (fun t => ∑ i, gibbs b (coupled E B t) i * A i)
      (∑ i, -b * gibbs b (coupled E B s) i * (B i - avg b (coupled E B s) B) * A i) s :=
    HasDerivAt.fun_sum fun i _ => (hasDerivAt_gibbs b E B s i).mul_const (A i)
  refine HasDerivAt.congr_deriv h ?_
  have hc : cov b (coupled E B s) A B
      = ∑ i, gibbs b (coupled E B s) i * (A i * B i)
        - (∑ i, gibbs b (coupled E B s) i * A i) * avg b (coupled E B s) B := rfl
  rw [hc, Finset.sum_mul, ← Finset.sum_sub_distrib, Finset.mul_sum]
  exact Finset.sum_congr rfl fun i _ => by ring

/-- The covariance of `A` and `B` changes with the field at the rate `-b` times their
third joint cumulant. -/
theorem hasDerivAt_cov [Nonempty ι] (b : ℝ) (E A B : ι → ℝ) (s : ℝ) :
    HasDerivAt (fun t => cov b (coupled E B t) A B)
      (-b * thirdCumulant b (coupled E B s) A B) s := by
  -- expansion of the cumulant into plain moments
  have expand : ∀ (H : ι → ℝ) (m n : ℝ),
      avg b H (fun i => (A i - m) * (B i - n) ^ 2)
        = avg b H (fun i => A i * B i * B i) - 2 * n * avg b H (fun i => A i * B i)
          + n ^ 2 * avg b H A - m * avg b H (fun i => B i * B i)
          + 2 * m * n * avg b H B - m * n ^ 2 * ∑ i, gibbs b H i := by
    intro H m n
    simp only [avg, Finset.mul_sum, ← Finset.sum_add_distrib, ← Finset.sum_sub_distrib]
    exact Finset.sum_congr rfl fun i _ => by ring
  refine HasDerivAt.congr_deriv ((hasDerivAt_avg b E (fun i => A i * B i) B s).fun_sub
    ((hasDerivAt_avg b E A B s).fun_mul (hasDerivAt_avg b E B B s))) ?_
  unfold thirdCumulant
  rw [expand, gibbs_sum]
  simp only [cov]
  ring

/-- The thermal variance of an observable whose values spread over at most `w` is at
most `w²/4`. -/
theorem variance_le [Nonempty ι] (b : ℝ) (H B : ι → ℝ) {w : ℝ}
    (hB : ∀ i j, B i - B j ≤ w) :
    avg b H (fun i => (B i - avg b H B) ^ 2) ≤ w ^ 2 / 4 := by
  obtain ⟨k, hk⟩ := Finite.exists_min B
  generalize hn : avg b H B = n
  -- on the interval `[B k, B k + w]` the parabola lies below its chord
  have h := avg_mono b H (X := fun i => (B i - n) ^ 2)
    (Y := fun i => (2 * B k + w - 2 * n) * B i + (n ^ 2 - B k * (B k + w)))
    (fun i => by
      have h1 : 0 ≤ B i - B k := sub_nonneg.2 (hk i)
      have h2 : 0 ≤ w - (B i - B k) := sub_nonneg.2 (hB i k)
      nlinarith [mul_nonneg h1 h2])
  rw [avg_affine, hn] at h
  nlinarith [sq_nonneg (2 * n - 2 * B k - w)]

/-- The third joint cumulant is at most `a w²/4` in absolute value when the values of
`A` and `B` spread over at most `a` and `w`. -/
theorem abs_thirdCumulant_le [Nonempty ι] (b : ℝ) (H A B : ι → ℝ) {a w : ℝ}
    (hA : ∀ i j, A i - A j ≤ a) (hB : ∀ i j, B i - B j ≤ w) :
    |thirdCumulant b H A B| ≤ a * w ^ 2 / 4 := by
  have ha : 0 ≤ a := by
    obtain ⟨i⟩ := ‹Nonempty ι›
    linarith [hA i i]
  -- no value of `A` is further than `a` from the mean
  have hup : ∀ i, A i - avg b H A ≤ a := by
    intro i
    have h := avg_mono b H (X := fun j => 0 * A j + (A i - a)) (Y := A)
      (fun j => by linarith [hA i j])
    rw [avg_affine] at h
    linarith
  have hlo : ∀ i, -a ≤ A i - avg b H A := by
    intro i
    have h := avg_mono b H (X := A) (Y := fun j => 0 * A j + (A i + a))
      (fun j => by linarith [hA j i])
    rw [avg_affine] at h
    linarith
  have hv := mul_le_mul_of_nonneg_left (variance_le b H B hB) ha
  have h1 := avg_mono b H (X := fun i => (A i - avg b H A) * (B i - avg b H B) ^ 2)
    (Y := fun i => a * (B i - avg b H B) ^ 2 + 0)
    (fun i => by linarith [mul_le_mul_of_nonneg_right (hup i) (sq_nonneg (B i - avg b H B))])
  have h2 := avg_mono b H (X := fun i => -a * (B i - avg b H B) ^ 2 + 0)
    (Y := fun i => (A i - avg b H A) * (B i - avg b H B) ^ 2)
    (fun i => by linarith [mul_le_mul_of_nonneg_right (hlo i) (sq_nonneg (B i - avg b H B))])
  rw [avg_affine b H (fun i => (B i - avg b H B) ^ 2)] at h1 h2
  unfold thirdCumulant
  exact abs_le.2 ⟨by linarith, by linarith⟩

/-- A function whose second derivative is at most `M` in absolute value departs from its tangent at
zero by at most `M s²/2`. -/
theorem tangent_error {f g h : ℝ → ℝ} {M : ℝ} (hf : ∀ x, HasDerivAt f (g x) x)
    (hg : ∀ x, HasDerivAt g (h x) x) (hM : ∀ x, |h x| ≤ M) (s : ℝ) :
    |f s - f 0 - s * g 0| ≤ M * s ^ 2 / 2 := by
  -- a function with nonnegative second derivative lies above its tangent
  have tangent : ∀ F G K : ℝ → ℝ, (∀ x, HasDerivAt F (G x) x) →
      (∀ x, HasDerivAt G (K x) x) → (∀ x, 0 ≤ K x) → F 0 + s * G 0 ≤ F s := by
    intro F G K hF hG hK
    have hm : Monotone G := monotone_of_deriv_nonneg (fun x => (hG x).differentiableAt)
      (fun x => by rw [(hG x).deriv]; exact hK x)
    rcases lt_trichotomy s 0 with hs | hs | hs
    · obtain ⟨c, hc, he⟩ := exists_hasDerivAt_eq_slope F G hs
        (fun x _ => (hF x).continuousAt.continuousWithinAt) (fun x _ => hF x)
      rw [eq_div_iff (sub_pos.2 hs).ne'] at he
      nlinarith [mul_le_mul_of_nonneg_right (hm hc.2.le) (sub_pos.2 hs).le]
    · simp [hs]
    · obtain ⟨c, hc, he⟩ := exists_hasDerivAt_eq_slope F G hs
        (fun x _ => (hF x).continuousAt.continuousWithinAt) (fun x _ => hF x)
      rw [eq_div_iff (sub_pos.2 hs).ne'] at he
      nlinarith [mul_le_mul_of_nonneg_right (hm hc.1.le) (sub_pos.2 hs).le]
  have hq : ∀ x : ℝ, HasDerivAt (fun y => M / 2 * (y * y)) (M * x) x := by
    intro x
    refine HasDerivAt.congr_deriv
      (((hasDerivAt_id x).fun_mul (hasDerivAt_id x)).const_mul (M / 2)) ?_
    show M / 2 * (1 * x + x * 1) = M * x
    ring
  have hl : ∀ x : ℝ, HasDerivAt (fun y => M * y) M x := fun x =>
    HasDerivAt.congr_deriv ((hasDerivAt_id x).const_mul M) (mul_one M)
  have up : M / 2 * (0 * 0) - f 0 + s * (M * 0 - g 0) ≤ M / 2 * (s * s) - f s :=
    tangent (fun y => M / 2 * (y * y) - f y) (fun y => M * y - g y) (fun y => M - h y)
      (fun x => (hq x).fun_sub (hf x)) (fun x => (hl x).fun_sub (hg x))
      (fun x => sub_nonneg.2 (abs_le.1 (hM x)).2)
  have lo : M / 2 * (0 * 0) + f 0 + s * (M * 0 + g 0) ≤ M / 2 * (s * s) + f s :=
    tangent (fun y => M / 2 * (y * y) + f y) (fun y => M * y + g y) (fun y => M + h y)
      (fun x => (hq x).fun_add (hf x)) (fun x => (hl x).fun_add (hg x))
      (fun x => by linarith [(abs_le.1 (hM x)).1])
  exact abs_le.2 ⟨by nlinarith, by nlinarith⟩

/-- Error bound for linear response: at any field `s`, the thermal average of `A` differs
from its linear-response value by at most `b² s² a w²/8`, where `a` and `w` bound the
spreads of `A` and `B`. -/
theorem linear_response_error [Nonempty ι] (b : ℝ) (E A B : ι → ℝ) {a w : ℝ}
    (hA : ∀ i j, A i - A j ≤ a) (hB : ∀ i j, B i - B j ≤ w) (s : ℝ) :
    |avg b (coupled E B s) A - avg b E A + b * s * cov b E A B|
      ≤ b ^ 2 * s ^ 2 * a * w ^ 2 / 8 := by
  have h0 : coupled E B 0 = E := by
    funext i
    simp [coupled]
  -- the second derivative of the average is bounded uniformly in the field
  have hb : ∀ t, |-b * (-b * thirdCumulant b (coupled E B t) A B)|
      ≤ b ^ 2 * (a * w ^ 2 / 4) := by
    intro t
    have e : -b * (-b * thirdCumulant b (coupled E B t) A B)
        = b ^ 2 * thirdCumulant b (coupled E B t) A B := by ring
    rw [e, abs_mul, abs_of_nonneg (sq_nonneg b)]
    exact mul_le_mul_of_nonneg_left (abs_thirdCumulant_le b _ A B hA hB) (sq_nonneg b)
  have h := tangent_error (f := fun t => avg b (coupled E B t) A)
    (g := fun t => -b * cov b (coupled E B t) A B)
    (h := fun t => -b * (-b * thirdCumulant b (coupled E B t) A B))
    (fun t => hasDerivAt_avg b E A B t)
    (fun t => (hasDerivAt_cov b E A B t).const_mul (-b)) hb s
  simp only [h0] at h
  have e1 : avg b (coupled E B s) A - avg b E A + b * s * cov b E A B
      = avg b (coupled E B s) A - avg b E A - s * (-b * cov b E A B) := by ring
  rw [e1]
  exact le_trans h (le_of_eq (by ring))

end

end LinearResponseError
```

```lean
#print axioms LinearResponseError.linear_response_error
-- 'LinearResponseError.linear_response_error' depends on axioms: [propext, Classical.choice, Quot.sound]
```

## From Gibbs weights to the tangent estimate in Lean

`gibbs_sum` proves normalisation. `avg_affine` and `avg_mono` supply the two properties of averages used in the inequalities: compatibility with $pX+q$, and preservation of order.

`hasDerivAt_gibbs` differentiates each Boltzmann factor (`hw`) and the partition function (`hZ`), then applies the quotient rule; `key` is the algebra that brings the result into the form $-b\,p_i(B_i-\langle B\rangle_s)$. `hasDerivAt_avg` sums these derivatives against $A_i$ and recognises the covariance.

In `hasDerivAt_cov`, the fluctuation-response relation is used three times, together with the product rule. The local statement `expand` writes the cumulant in plain moments, and `ring` matches the two sides.

`variance_le` picks the minimising level `k` and passes the chord inequality to `avg_mono`. The final `nlinarith` uses the square $(2n-2B_k-w)^2\ge0$, which is four times the square completed above. `abs_thirdCumulant_le` obtains `hup` and `hlo`, the two halves of $|A_i-\langle A\rangle|\le a$, by comparing $A$ with constants. It then multiplies by $(B_i-\langle B\rangle)^2$, averages and applies the variance bound.

`tangent_error` is the calculus step. Its inner statement `tangent` first shows that a function with nonnegative second derivative has a monotone first derivative. The mean value theorem, `exists_hasDerivAt_eq_slope`, then places the function above its tangent, with separate cases for negative, zero and positive $s$. Applying this to $\tfrac M2x^2-f$ and $\tfrac M2x^2+f$ gives `up` and `lo`.

Finally, `linear_response_error` uses `hb` for the uniform bound on the second derivative, feeds the two derivative formulas to `tangent_error`, and identifies the spectrum at zero field with `E` through `h0`.

## Hermitian matrices in place of lists of values

A more general model would take the Hamiltonian $H$, $A$ and $B$ to be Hermitian matrices, with $\rho = e^{-bH}/\mathrm{Tr}\,e^{-bH}$. If $B$ does not commute with $H$, the ordinary covariance in the linear term is in general replaced by the Kubo–Mori correlation

$$\int_0^1 \mathrm{Tr}\bigl(\rho^{1-u}B\rho^{u}A\bigr)\,du - \langle A\rangle\langle B\rangle.$$

The second derivative would then involve ordered products of noncommuting matrices, and the levelwise inequalities used here would need a different argument. When $H$, $A$ and $B$ all commute, a common eigenbasis leads back to the diagonal model.
